# Radial Fourier transform of the pseudo-charge (1 − r²/R²)^(n+1) as a spherical Bessel function

For wave number G > 0, sphere radius R > 0 and x = GR,

∫₀ᴿ r² (1 − r²/R²) sin(Gr)/(Gr) dr = 2R³ [(3 − x²) sin x − 3x cos x] / x⁵.

For x ≥ 1 its absolute value is at most 14R³/x³. More generally, for every integer n ≥ 0, the profile (1 − r²/R²)^(n+1) gives

2^(n+1) (n+1)! R³ j_(n+2)(x) / x^(n+2),

where j_m is the spherical Bessel function of order m.

## The monopole term in a reciprocal-space Poisson solver

Full-potential augmented-wave codes can replace the rapidly varying charge inside an atomic sphere by a smooth one with the same multipole moments. The potential outside the sphere is unchanged, and the Fourier series converges faster. The formula above supplies the spherical part of that replacement; higher multipoles need other radial integrals.

Suppose the plane-wave density, continued into a sphere centred at τ, lacks a charge q. The profile 1 − r²/R² has radial integral 2R³/15 at G = 0, so scaling it to total charge q in a cell of volume Ω adds

ρ(G) = (q/Ω) exp(−iG·τ) · 15 j_2(x)/x²

to the density coefficient at each reciprocal vector G ≠ 0, with x = |G|R. In Hartree atomic units this added charge contributes V(G) = 4πρ(G)/|G|² to the coefficient of the electrostatic potential, on top of the contribution of the plane-wave density.

## Two integrations by parts and a recurrence

Write F_n for the radial integral with profile (1 − r²/R²)^n, and define

C_n = ∫₀¹ (1 − t²)^n cos(xt) dt,
S_n = ∫₀¹ t(1 − t²)^n sin(xt) dt.

Substituting r = Rt gives F_n = (R³/x) S_n.

The function (1 − t²)^(n+1) sin(xt) vanishes at t = 0 and t = 1, so its derivative integrates to zero:

x C_(n+1) = 2(n+1) S_n.

The same holds for t(1 − t²)^(n+1) cos(xt). Writing t² = 1 − (1 − t²) in its derivative gives

x S_(n+1) = (2n+3) C_(n+1) − 2(n+1) C_n.

Direct integration gives x C_0 = sin x and x S_0 = C_0 − cos x. Hence C_0 = j_0 and x C_1 = 2S_0 = 2j_1, the first two cases of Poisson's integral

x^n C_n = 2^n n! j_n(x).

If it holds for n and n+1, the two relations give

x^(n+2) C_(n+2) = 2(n+2) [(2n+3) x^n C_(n+1) − 2(n+1) x^n C_n]
= 2^(n+2) (n+2)! [(2n+3) j_(n+1)/x − j_n],

and the last bracket is j_(n+2). Therefore

S_(n+1) = x C_(n+2) / (2(n+2)) = 2^(n+1) (n+1)! j_(n+2)/x^(n+1),

and multiplying by R³/x gives the general formula. For n = 0, insert

j_2 = [(3 − x²) sin x − 3x cos x]/x³.

When x ≥ 1, the numerator is at most 3 + x² + 3x ≤ 7x² in absolute value, which gives the bound.

## Definitions and proofs in Lean

```lean
import Mathlib

open Real

namespace SmoothPseudoCharge

noncomputable section

/-- Spherical Bessel functions `j_n(x)` for `x ≠ 0`, given by `j_0`, `j_1` and the
three-term recurrence. -/
def sphBessel (x : ℝ) : ℕ → ℝ
  | 0 => sin x / x
  | 1 => sin x / x ^ 2 - cos x / x
  | n + 2 => (2 * (n : ℝ) + 3) / x * sphBessel x (n + 1) - sphBessel x n

/-- The radial Fourier integral of the pseudo-charge `(1 - r²/R²)^n` in a sphere of
radius `R`, at wave number `G`, for `G ≠ 0` and `R ≠ 0`. -/
def formFactor (n : ℕ) (G R : ℝ) : ℝ :=
  ∫ r in (0 : ℝ)..R, r ^ 2 * (1 - r ^ 2 / R ^ 2) ^ n * (sin (G * r) / (G * r))

/-- The cosine moment of the profile `(1 - t²)^n` on the unit interval. -/
def cosMoment (n : ℕ) (x : ℝ) : ℝ :=
  ∫ t in (0 : ℝ)..1, (1 - t ^ 2) ^ n * cos (x * t)

/-- The sine moment of `t (1 - t²)^n` on the unit interval. -/
def sinMoment (n : ℕ) (x : ℝ) : ℝ :=
  ∫ t in (0 : ℝ)..1, t * (1 - t ^ 2) ^ n * sin (x * t)

/-- The slope of the profile `(1 - t²)^(n+1)` is `-2(n+1) t (1 - t²)^n`. -/
theorem hasDerivAt_profile (n : ℕ) (t : ℝ) :
    HasDerivAt (fun t : ℝ => (1 - t ^ 2) ^ (n + 1))
      (-(2 * ((n : ℝ) + 1) * t * (1 - t ^ 2) ^ n)) t := by
  have h := ((hasDerivAt_pow 2 t).const_sub 1).fun_pow (n + 1)
  refine h.congr_deriv ?_
  simp only [Nat.add_sub_cancel, show (2 : ℕ) - 1 = 1 from rfl, pow_one]
  push_cast
  ring

/-- Integration by parts turns the cosine moment of order `n+1` into the sine moment
of order `n`. -/
theorem mul_cosMoment_succ (n : ℕ) (x : ℝ) :
    x * cosMoment (n + 1) x = 2 * ((n : ℝ) + 1) * sinMoment n x := by
  have hd : ∀ t ∈ Set.uIcc (0 : ℝ) 1,
      HasDerivAt (fun t : ℝ => (1 - t ^ 2) ^ (n + 1) * sin (x * t))
        (x * ((1 - t ^ 2) ^ (n + 1) * cos (x * t))
          - 2 * ((n : ℝ) + 1) * (t * (1 - t ^ 2) ^ n * sin (x * t))) t := by
    intro t _
    have hs := ((hasDerivAt_id' t).const_mul x).sin
    exact ((hasDerivAt_profile n t).fun_mul hs).congr_deriv (by ring)
  -- the boundary terms vanish at both ends
  have h : ∫ t in (0 : ℝ)..1, (x * ((1 - t ^ 2) ^ (n + 1) * cos (x * t))
      - 2 * ((n : ℝ) + 1) * (t * (1 - t ^ 2) ^ n * sin (x * t))) = 0 := by
    rw [intervalIntegral.integral_eq_sub_of_hasDerivAt hd
      (Continuous.intervalIntegrable (by fun_prop) _ _)]
    simp
  rw [intervalIntegral.integral_sub, intervalIntegral.integral_const_mul,
    intervalIntegral.integral_const_mul] at h
  · unfold cosMoment sinMoment
    linarith
  all_goals exact Continuous.intervalIntegrable (by fun_prop) _ _

/-- Integration by parts turns the sine moment of order `n+1` into the cosine moments
of orders `n+1` and `n`. -/
theorem mul_sinMoment_succ (n : ℕ) (x : ℝ) :
    x * sinMoment (n + 1) x
      = (2 * (n : ℝ) + 3) * cosMoment (n + 1) x - 2 * ((n : ℝ) + 1) * cosMoment n x := by
  have hd : ∀ t ∈ Set.uIcc (0 : ℝ) 1,
      HasDerivAt (fun t : ℝ => t * ((1 - t ^ 2) ^ (n + 1) * cos (x * t)))
        ((2 * (n : ℝ) + 3) * ((1 - t ^ 2) ^ (n + 1) * cos (x * t))
          - 2 * ((n : ℝ) + 1) * ((1 - t ^ 2) ^ n * cos (x * t))
          - x * (t * (1 - t ^ 2) ^ (n + 1) * sin (x * t))) t := by
    intro t _
    have hc := ((hasDerivAt_id' t).const_mul x).cos
    exact ((hasDerivAt_id' t).fun_mul ((hasDerivAt_profile n t).fun_mul hc)).congr_deriv
      (by ring)
  have h : ∫ t in (0 : ℝ)..1, ((2 * (n : ℝ) + 3) * ((1 - t ^ 2) ^ (n + 1) * cos (x * t))
      - 2 * ((n : ℝ) + 1) * ((1 - t ^ 2) ^ n * cos (x * t))
      - x * (t * (1 - t ^ 2) ^ (n + 1) * sin (x * t))) = 0 := by
    rw [intervalIntegral.integral_eq_sub_of_hasDerivAt hd
      (Continuous.intervalIntegrable (by fun_prop) _ _)]
    simp
  rw [intervalIntegral.integral_sub, intervalIntegral.integral_sub,
    intervalIntegral.integral_const_mul, intervalIntegral.integral_const_mul,
    intervalIntegral.integral_const_mul] at h
  · unfold cosMoment sinMoment
    linarith
  all_goals exact Continuous.intervalIntegrable (by fun_prop) _ _

/-- The lowest moments: `x C_0 = sin x` and `x S_0 = C_0 - cos x`, with `C_0` the cosine
and `S_0` the sine moment of order zero. -/
theorem moments_zero (x : ℝ) :
    x * cosMoment 0 x = sin x ∧ x * sinMoment 0 x = cosMoment 0 x - cos x := by
  constructor
  · have hd : ∀ t ∈ Set.uIcc (0 : ℝ) 1, HasDerivAt (fun t : ℝ => sin (x * t))
        (x * ((1 - t ^ 2) ^ 0 * cos (x * t))) t := fun t _ =>
      ((hasDerivAt_id' t).const_mul x).sin.congr_deriv (by ring)
    unfold cosMoment
    rw [← intervalIntegral.integral_const_mul,
      intervalIntegral.integral_eq_sub_of_hasDerivAt hd
        (Continuous.intervalIntegrable (by fun_prop) _ _)]
    simp
  · have hd : ∀ t ∈ Set.uIcc (0 : ℝ) 1, HasDerivAt (fun t : ℝ => t * cos (x * t))
        ((1 - t ^ 2) ^ 0 * cos (x * t) - x * (t * (1 - t ^ 2) ^ 0 * sin (x * t))) t :=
      fun t _ => ((hasDerivAt_id' t).fun_mul
        ((hasDerivAt_id' t).const_mul x).cos).congr_deriv (by ring)
    have h : ∫ t in (0 : ℝ)..1, ((1 - t ^ 2) ^ 0 * cos (x * t)
        - x * (t * (1 - t ^ 2) ^ 0 * sin (x * t))) = cos x := by
      rw [intervalIntegral.integral_eq_sub_of_hasDerivAt hd
        (Continuous.intervalIntegrable (by fun_prop) _ _)]
      simp
    rw [intervalIntegral.integral_sub, intervalIntegral.integral_const_mul] at h
    · unfold cosMoment sinMoment
      linarith
    all_goals exact Continuous.intervalIntegrable (by fun_prop) _ _

/-- Poisson's integral for the spherical Bessel functions: for `x ≠ 0`, `x^n` times the
cosine moment of `(1 - t²)^n` is `2^n n! j_n(x)`. -/
theorem poisson_integral {x : ℝ} (hx : x ≠ 0) : ∀ n : ℕ,
    x ^ n * cosMoment n x = 2 ^ n * (n.factorial : ℝ) * sphBessel x n
  | 0 => by
    have h := (moments_zero x).1
    simp only [sphBessel, pow_zero, Nat.factorial_zero, Nat.cast_one, one_mul]
    rw [eq_div_iff hx]
    linarith
  | 1 => by
    obtain ⟨h0, h1⟩ := moments_zero x
    have h2 : x * cosMoment 1 x = 2 * sinMoment 0 x :=
      (mul_cosMoment_succ 0 x).trans (by push_cast; ring)
    have hj : x ^ 2 * sphBessel x 1 = sin x - x * cos x := by
      simp only [sphBessel]
      field_simp
    simp only [pow_one, Nat.factorial_one, Nat.cast_one, mul_one]
    apply mul_left_cancel₀ (pow_ne_zero 2 hx)
    linear_combination x ^ 2 * h2 + 2 * x * h1 + 2 * h0 - 2 * hj
  | n + 2 => by
    have ih0 := poisson_integral hx n
    have ih1 := poisson_integral hx (n + 1)
    have a : x * cosMoment (n + 2) x = 2 * ((n : ℝ) + 2) * sinMoment (n + 1) x :=
      (mul_cosMoment_succ (n + 1) x).trans (by push_cast; ring)
    have b := mul_sinMoment_succ n x
    have hj : x * sphBessel x (n + 2)
        = (2 * (n : ℝ) + 3) * sphBessel x (n + 1) - x * sphBessel x n := by
      rw [sphBessel, mul_sub, ← mul_assoc, mul_div_cancel₀ _ hx]
    have f1 : ((n + 1).factorial : ℝ) = ((n : ℝ) + 1) * (n.factorial : ℝ) := by
      rw [Nat.factorial_succ]; push_cast; ring
    have f2 : ((n + 2).factorial : ℝ)
        = ((n : ℝ) + 2) * (((n : ℝ) + 1) * (n.factorial : ℝ)) := by
      rw [Nat.factorial_succ, Nat.factorial_succ]; push_cast; ring
    rw [f1] at ih1
    rw [f2]
    -- both sides obey the same three-term recurrence
    apply mul_left_cancel₀ hx
    linear_combination x ^ (n + 2) * a + 2 * ((n : ℝ) + 2) * x ^ (n + 1) * b
      + 2 * ((n : ℝ) + 2) * (2 * (n : ℝ) + 3) * ih1
      - 4 * ((n : ℝ) + 2) * ((n : ℝ) + 1) * x * ih0
      - 2 ^ (n + 2) * (((n : ℝ) + 2) * (((n : ℝ) + 1) * (n.factorial : ℝ))) * hj

/-- Measuring lengths in units of the sphere radius reduces the form factor to a sine
moment at `x = G R`, for `G, R > 0`. -/
theorem formFactor_eq_sinMoment (n : ℕ) {G R : ℝ} (hG : 0 < G) (hR : 0 < R) :
    formFactor n G R = R ^ 3 / (G * R) * sinMoment n (G * R) := by
  have h := intervalIntegral.smul_integral_comp_mul_left (a := 0) (b := 1) (c := R)
    (f := fun r : ℝ => r ^ 2 * (1 - r ^ 2 / R ^ 2) ^ n * (sin (G * r) / (G * r)))
  rw [mul_zero, mul_one, smul_eq_mul] at h
  unfold formFactor sinMoment
  rw [← h, ← intervalIntegral.integral_const_mul, ← intervalIntegral.integral_const_mul]
  refine intervalIntegral.integral_congr fun t _ => ?_
  have h1 : (R * t) ^ 2 / R ^ 2 = t ^ 2 := by
    rw [mul_pow, mul_div_cancel_left₀ _ (pow_ne_zero 2 hR.ne')]
  rw [h1, ← mul_assoc G R t]
  generalize (1 - t ^ 2) ^ n = p
  generalize sin (G * R * t) = s
  by_cases ht : t = 0
  · simp [ht]
  · field_simp

/-- For `G, R > 0` the form factor of the continuous pseudo-charge `(1 - r²/R²)^(n+1)` is
`2^(n+1) (n+1)! R³ j_(n+2)(x) / x^(n+2)` with `x = G R`. -/
theorem formFactor_eq_sphBessel (n : ℕ) {G R : ℝ} (hG : 0 < G) (hR : 0 < R) :
    formFactor (n + 1) G R = 2 ^ (n + 1) * ((n + 1).factorial : ℝ) * R ^ 3
      * sphBessel (G * R) (n + 2) / (G * R) ^ (n + 2) := by
  rw [formFactor_eq_sinMoment (n + 1) hG hR]
  have hx : G * R ≠ 0 := (mul_pos hG hR).ne'
  generalize G * R = x at hx ⊢
  have a : x * cosMoment (n + 2) x = 2 * ((n : ℝ) + 2) * sinMoment (n + 1) x :=
    (mul_cosMoment_succ (n + 1) x).trans (by push_cast; ring)
  have p := poisson_integral hx (n + 2)
  have f : ((n + 2).factorial : ℝ) = ((n : ℝ) + 2) * ((n + 1).factorial : ℝ) := by
    rw [Nat.factorial_succ (n + 1)]; push_cast; ring
  rw [f] at p
  have hS : sinMoment (n + 1) x * x ^ (n + 1)
      = 2 ^ (n + 1) * ((n + 1).factorial : ℝ) * sphBessel x (n + 2) := by
    have h2 : 2 * ((n : ℝ) + 2) ≠ 0 := by positivity
    apply mul_left_cancel₀ h2
    linear_combination p - x ^ (n + 1) * a
  rw [div_mul_eq_mul_div, div_eq_div_iff hx (pow_ne_zero _ hx)]
  linear_combination R ^ 3 * x * hS

/-- For `G, R > 0` and `x = G R`, the radial Fourier integral of the pseudo-charge
`1 - r²/R²` is `2 R³ ((3 - x²) sin x - 3 x cos x) / x⁵`. -/
theorem simplest_pseudoCharge {G R : ℝ} (hG : 0 < G) (hR : 0 < R) :
    ∫ r in (0 : ℝ)..R, r ^ 2 * (1 - r ^ 2 / R ^ 2) * (sin (G * r) / (G * r))
      = 2 * R ^ 3 * ((3 - (G * R) ^ 2) * sin (G * R) - 3 * (G * R) * cos (G * R))
        / (G * R) ^ 5 := by
  have h : ∫ r in (0 : ℝ)..R, r ^ 2 * (1 - r ^ 2 / R ^ 2) * (sin (G * r) / (G * r))
      = formFactor (0 + 1) G R := by
    simp only [formFactor, zero_add, pow_one]
  rw [h, formFactor_eq_sphBessel 0 hG hR]
  have hx : G * R ≠ 0 := (mul_pos hG hR).ne'
  generalize G * R = x at hx ⊢
  have hj : sphBessel x (0 + 2) = 3 / x * (sin x / x ^ 2 - cos x / x) - sin x / x := by
    simp [sphBessel]
  rw [hj]
  simp only [zero_add, pow_one, Nat.factorial_one, Nat.cast_one, mul_one]
  field_simp
  ring

/-- For `G, R > 0` with `G R ≥ 1`, the form factor of the pseudo-charge `1 - r²/R²` is at
most `14 R³ / (G R)³` in absolute value. -/
theorem simplest_pseudoCharge_decay {G R : ℝ} (hG : 0 < G) (hR : 0 < R)
    (h1 : 1 ≤ G * R) :
    |∫ r in (0 : ℝ)..R, r ^ 2 * (1 - r ^ 2 / R ^ 2) * (sin (G * r) / (G * r))|
      ≤ 14 * R ^ 3 / (G * R) ^ 3 := by
  rw [simplest_pseudoCharge hG hR]
  generalize G * R = x at h1 ⊢
  have hx : 0 < x := by linarith
  -- the numerator grows no faster than x²
  have hN : |(3 - x ^ 2) * sin x - 3 * x * cos x| ≤ 7 * x ^ 2 := by
    have s1 := sub_nonneg.2 (sin_le_one x)
    have s2 : 0 ≤ sin x + 1 := by linarith [neg_one_le_sin x]
    have c1 := sub_nonneg.2 (cos_le_one x)
    have c2 : 0 ≤ cos x + 1 := by linarith [neg_one_le_cos x]
    have hxx : x ≤ x ^ 2 := by nlinarith
    rw [abs_le]
    constructor
    · nlinarith [mul_nonneg (sq_nonneg x) s1, mul_nonneg hx.le c1]
    · nlinarith [mul_nonneg (sq_nonneg x) s2, mul_nonneg hx.le c2]
  have e : 14 * R ^ 3 / x ^ 3 = 2 * R ^ 3 * (7 * x ^ 2) / x ^ 5 := by
    rw [div_eq_div_iff (pow_ne_zero 3 hx.ne') (pow_ne_zero 5 hx.ne')]
    ring
  have hR3 : 0 < 2 * R ^ 3 := by positivity
  rw [e, abs_div, abs_mul, abs_of_pos hR3, abs_of_pos (pow_pos hx 5)]
  gcongr

end

end SmoothPseudoCharge
```

```lean
#print axioms SmoothPseudoCharge.simplest_pseudoCharge
#print axioms SmoothPseudoCharge.simplest_pseudoCharge_decay
```

```
'SmoothPseudoCharge.simplest_pseudoCharge' depends on axioms: [propext, Classical.choice, Quot.sound]
'SmoothPseudoCharge.simplest_pseudoCharge_decay' depends on axioms: [propext, Classical.choice, Quot.sound]
```

## Statements and proofs for G, R > 0

`formFactor n G R` is F_n itself, an integral over real r. It is unnormalised: the central density is 1, and there is no factor 4π and no division by the total charge. `sphBessel x n` takes the argument before the order and is defined by j_0, j_1 and the three-term recurrence, so its link to the integral is proved.

`formFactor_eq_sphBessel` is the general formula. Its exponent n + 1 makes the charge continuous at r = R. `simplest_pseudoCharge` is the case n = 0, and `simplest_pseudoCharge_decay` bounds that case alone.

`mul_cosMoment_succ` and `mul_sinMoment_succ` are the integrations by parts: each applies the fundamental theorem of calculus to a product, and `simp` removes the boundary terms. `poisson_integral` is the two-step induction, where `linear_combination` combines the relations with the weights used above. `formFactor_eq_sinMoment` rescales the radius, treating t = 0 separately before cancelling t. For the decay bound, `nlinarith` estimates the numerator from |sin x|, |cos x| ≤ 1.

The step left to the reader is the angular integration that turns the three-dimensional transform into 4π times this radial integral. The case G = 0 is excluded, and rounding is not modelled: at small x the numerator is a difference of terms of order x that leaves only about x⁵/15, so floating-point evaluation of the closed form loses digits there.
